# The off-shell Dirac propagator for m > 0 as two on-shell spin sums with energy denominators

Take an internal electron line in a tree-level diagram, carrying energy p₀ and no three-momentum. The vertices fix p₀, and in general it is not the rest energy m (units ħ = c = 1). In the Dirac representation the matrix to invert is diagonal:

p₀γ⁰ − m = diag(p₀ − m, p₀ − m, −(p₀ + m), −(p₀ + m))

When p₀ ≠ ±m, its inverse has 1/(p₀ − m) in the upper two places and −1/(p₀ + m) in the lower two. The particle spinors at rest, u₀ and u₁, are √(2m) times the first two basis vectors, and the antiparticle spinors v₀ and v₁ are √(2m) times the last two. With the Dirac adjoint ū = u†γ⁰,

Σ uū = 2m diag(1, 1, 0, 0)

Σ vv̄ = 2m diag(0, 0, −1, −1)

so that

(p₀γ⁰ − m)⁻¹ = (1/2m) [ Σ uū/(p₀ − m) + Σ vv̄/(p₀ + m) ]

The line is off shell, but every spinor on the right belongs to a real electron or positron at rest.

## Moving lines and their two energy denominators

For a three-momentum p, let E = √(|p|² + m²) and p̸ = p₀γ⁰ − p·γ. If m > 0 and p₀ is any complex number other than E and −E, then

(p̸ − m)⁻¹ = (1/2E) [ Σ u(p)ū(p)/(p₀ − E) + Σ v(−p)v̄(−p)/(p₀ + E) ]

Each sum runs over two spin labels. The first term is the time ordering with an intermediate electron of momentum p, and the second is the one with an intermediate positron of momentum −p.

## Internal lines in amplitude codes

A tree-level code can use this identity to build a free internal fermion line from the on-shell spinors u(p) and v(−p), and in general it then needs both terms. Using Σ u(p)ū(p) alone as the numerator over p₀² − E² replaces p₀ by E in the numerator and loses the piece γ⁰/(p₀ + E). For a free electron, the same split separates positive-energy from negative-energy intermediate states, a separation that relativistic electronic-structure methods also use.

## Spin sums, then partial fractions

Write S = σ·p for the 2×2 matrix built from the Pauli matrices. It satisfies S² = |p|². In 2×2 blocks,

p̸ = [[p₀, −S], [S, −p₀]]

In p̸² the off-diagonal blocks cancel and both diagonal blocks equal p₀² − |p|². Therefore

(p̸ − m)(p̸ + m) = p₀² − |p|² − m² = (p₀ − E)(p₀ + E)

When p₀ ≠ ±E, dividing by the right-hand side gives

(p̸ − m)⁻¹ = (p̸ + m)/((p₀ − E)(p₀ + E))

When p₀ = ±E the product is zero. If p̸ − m were invertible, p̸ + m would have to vanish. Its diagonal contains p₀ + m and −p₀ + m, whose sum is 2m ≠ 0, so p̸ − m is singular there.

Let χ₀ = (1, 0) and χ₁ = (0, 1). The spinors are

uₛ(p) = √(E + m) (χₛ, Sχₛ/(E + m))

vₛ(p) = √(E + m) (Sχₛ/(E + m), χₛ)

Set p₀ = E. The upper block of (p̸ − m)uₛ is proportional to

(E − m)χₛ − S²χₛ/(E + m) = 0

because |p|² = (E − m)(E + m). The lower block is proportional to Sχₛ − Sχₛ = 0. The same two cancellations, with the blocks exchanged, give (p̸ + m)vₛ = 0. The norms follow from the same relation:

ūᵣuₛ = [(E + m) − |p|²/(E + m)] δᵣₛ = [(E + m) − (E − m)] δᵣₛ = 2m δᵣₛ

For v the two contributions change places, which gives v̄ᵣvₛ = −2m δᵣₛ.

For the spin sums, use Σ χₛχₛ† = 1:

Σ u(p)ū(p) = [[E + m, −S], [S, −(E − m)]] = Eγ⁰ − p·γ + m

Σ v(p)v̄(p) = [[E − m, −S], [S, −(E + m)]] = Eγ⁰ − p·γ − m

Replacing p by −p in the second sum leaves E unchanged and reverses the sign of p·γ. The bracketed expression in the identity, with its prefactor, becomes

(1/2E) [ (Eγ⁰ − p·γ + m)/(p₀ − E) + (Eγ⁰ + p·γ − m)/(p₀ + E) ]

The coefficient of γ⁰ is

½ [ 1/(p₀ − E) + 1/(p₀ + E) ] = p₀/(p₀² − E²)

The coefficient of −p·γ + m is

(1/2E) [ 1/(p₀ − E) − 1/(p₀ + E) ] = 1/(p₀² − E²)

Together they give (p̸ + m)/(p₀² − E²), which is the inverse found above.

Finally, place the line between a row a and a column b that hold the rest of the diagram. Each outer product then separates into two numbers, such as (a·u)(ū·b), and the amplitude becomes a sum of products over the two denominators.

## The Lean file

```lean
import Mathlib

open Matrix

namespace DiracPropagatorTimeOrderings

noncomputable section

local notation "𝕀" => (1 : Matrix (Fin 4) (Fin 4) ℂ)

/-- The matrix `γ⁰` in the Dirac representation. -/
def gamma0 : Matrix (Fin 4) (Fin 4) ℂ :=
  !![1, 0, 0, 0; 0, 1, 0, 0; 0, 0, -1, 0; 0, 0, 0, -1]

/-- The three spatial matrices `γ¹, γ², γ³` in the Dirac representation. -/
def gamma : Fin 3 → Matrix (Fin 4) (Fin 4) ℂ :=
  ![!![0, 0, 0, 1; 0, 0, 1, 0; 0, -1, 0, 0; -1, 0, 0, 0],
    !![0, 0, 0, -Complex.I; 0, 0, Complex.I, 0; 0, Complex.I, 0, 0; -Complex.I, 0, 0, 0],
    !![0, 0, 1, 0; 0, 0, 0, -1; -1, 0, 0, 0; 0, 1, 0, 0]]

/-- The slashed momentum `p₀γ⁰ - p·γ`, with a possibly complex energy `p₀`. -/
def slash (p0 : ℂ) (p : Fin 3 → ℝ) : Matrix (Fin 4) (Fin 4) ℂ :=
  p0 • gamma0 - ∑ i, (p i : ℂ) • gamma i

/-- The on-shell energy `E = √(|p|² + m²)`. -/
def energy (m : ℝ) (p : Fin 3 → ℝ) : ℝ := √(∑ i, p i ^ 2 + m ^ 2)

/-- The standard particle spinors `u_s(p)`, for `E + m > 0`. -/
def spinorU (m : ℝ) (p : Fin 3 → ℝ) (s : Fin 2) : Fin 4 → ℂ :=
  ((√(energy m p + m) : ℝ) : ℂ) •
    (![![1, 0, p 2 / (energy m p + m), (p 0 + Complex.I * p 1) / (energy m p + m)],
       ![0, 1, (p 0 - Complex.I * p 1) / (energy m p + m), -p 2 / (energy m p + m)]] :
      Fin 2 → Fin 4 → ℂ) s

/-- The standard antiparticle spinors `v_s(p)`, for `E + m > 0`. -/
def spinorV (m : ℝ) (p : Fin 3 → ℝ) (s : Fin 2) : Fin 4 → ℂ :=
  ((√(energy m p + m) : ℝ) : ℂ) •
    (![![p 2 / (energy m p + m), (p 0 + Complex.I * p 1) / (energy m p + m), 1, 0],
       ![(p 0 - Complex.I * p 1) / (energy m p + m), -p 2 / (energy m p + m), 0, 1]] :
      Fin 2 → Fin 4 → ℂ) s

/-- The Dirac adjoint `ψ̄ = ψ†γ⁰`. -/
def bar (ψ : Fin 4 → ℂ) : Fin 4 → ℂ := star ψ ᵥ* gamma0

/-- The Dirac adjoint in components: conjugation, with a sign change of the lower two entries. -/
lemma bar_eq (ψ : Fin 4 → ℂ) :
    bar ψ = ![star (ψ 0), star (ψ 1), -star (ψ 2), -star (ψ 3)] := by
  have h : ∀ i, bar ψ i = ∑ k, star (ψ k) * gamma0 k i := fun _ => rfl
  ext i
  rw [h, Fin.sum_univ_four]
  fin_cases i <;> simp [gamma0]

/-- The slashed momentum written out in components. -/
lemma slash_eq (p0 : ℂ) (p : Fin 3 → ℝ) : slash p0 p =
    !![p0, 0, -p 2, -(p 0 - Complex.I * p 1);
       0, p0, -(p 0 + Complex.I * p 1), p 2;
       p 2, p 0 - Complex.I * p 1, -p0, 0;
       p 0 + Complex.I * p 1, -p 2, 0, -p0] := by
  ext i j
  fin_cases i <;> fin_cases j <;>
    simp [slash, gamma0, gamma, Fin.sum_univ_three] <;> ring

/-- The relativistic energy-momentum relation `E² = |p|² + m²`. -/
lemma energy_sq (m : ℝ) (p : Fin 3 → ℝ) :
    (energy m p : ℂ) ^ 2 = (p 0 : ℂ) ^ 2 + (p 1 : ℂ) ^ 2 + (p 2 : ℂ) ^ 2 + (m : ℂ) ^ 2 := by
  have h : energy m p ^ 2 = p 0 ^ 2 + p 1 ^ 2 + p 2 ^ 2 + m ^ 2 := by
    rw [energy, Real.sq_sqrt (by positivity), Fin.sum_univ_three]
  exact_mod_cast h

/-- For `m > 0` the on-shell energy is positive. -/
lemma energy_pos {m : ℝ} (hm : 0 < m) (p : Fin 3 → ℝ) : 0 < energy m p :=
  Real.sqrt_pos.mpr (by positivity)

/-- For `m > 0` the spinor prefactor squares to `E + m`, which is not zero. -/
lemma prefactor_sq {m : ℝ} (hm : 0 < m) (p : Fin 3 → ℝ) :
    ((√(energy m p + m) : ℝ) : ℂ) ^ 2 = energy m p + m ∧ (energy m p : ℂ) + m ≠ 0 := by
  have h : 0 < energy m p + m := add_pos (energy_pos hm p) hm
  exact ⟨by exact_mod_cast Real.sq_sqrt h.le, by exact_mod_cast h.ne'⟩

/-- For `m > 0` the spinors solve the free Dirac equations `(p̸ - m)u = 0` and
`(p̸ + m)v = 0` at the on-shell energy. -/
theorem dirac_equation {m : ℝ} (hm : 0 < m) (p : Fin 3 → ℝ) (s : Fin 2) :
    (slash (energy m p) p - (m : ℂ) • 𝕀) *ᵥ spinorU m p s = 0 ∧
    (slash (energy m p) p + (m : ℂ) • 𝕀) *ᵥ spinorV m p s = 0 := by
  obtain ⟨-, hne⟩ := prefactor_sq hm p
  have hE := energy_sq m p
  have hI := Complex.I_sq
  rw [slash_eq]
  constructor <;> ext i <;> fin_cases s <;> fin_cases i <;>
    simp [spinorU, spinorV, mulVec, dotProduct, Fin.sum_univ_four, Matrix.one_apply] <;> grind

/-- For `m > 0` the spinors are normalised to `ū_r u_s = 2m δ_rs` and `v̄_r v_s = -2m δ_rs`. -/
theorem normalisation {m : ℝ} (hm : 0 < m) (p : Fin 3 → ℝ) (r s : Fin 2) :
    bar (spinorU m p r) ⬝ᵥ spinorU m p s = (if r = s then 2 * (m : ℂ) else 0) ∧
    bar (spinorV m p r) ⬝ᵥ spinorV m p s = (if r = s then -(2 * (m : ℂ)) else 0) := by
  obtain ⟨hN, hne⟩ := prefactor_sq hm p
  have hE := energy_sq m p
  have hI := Complex.I_sq
  constructor <;> fin_cases r <;> fin_cases s <;>
    simp [spinorU, spinorV, bar, gamma0, vecMul, dotProduct, Fin.sum_univ_four] <;> grind

/-- For `m > 0` the spin sums are `∑ u ū = p̸ + m` and `∑ v v̄ = p̸ - m`, with `p̸` taken at
the on-shell energy. -/
theorem spin_sums {m : ℝ} (hm : 0 < m) (p : Fin 3 → ℝ) :
    ∑ s, vecMulVec (spinorU m p s) (bar (spinorU m p s))
      = slash (energy m p) p + (m : ℂ) • 𝕀 ∧
    ∑ s, vecMulVec (spinorV m p s) (bar (spinorV m p s))
      = slash (energy m p) p - (m : ℂ) • 𝕀 := by
  obtain ⟨hN, hne⟩ := prefactor_sq hm p
  have hE := energy_sq m p
  have hI := Complex.I_sq
  rw [slash_eq, Fin.sum_univ_two, Fin.sum_univ_two]
  constructor <;> ext i j <;> simp only [Matrix.add_apply, vecMulVec_apply, bar_eq] <;>
    fin_cases i <;> fin_cases j <;>
    simp [spinorU, spinorV] <;> grind

/-- Factorisation for every complex `p₀`, on or off shell: `(p̸ - m)(p̸ + m) = (p₀ - E)(p₀ + E)`. -/
theorem slash_factor (m : ℝ) (p0 : ℂ) (p : Fin 3 → ℝ) :
    (slash p0 p - (m : ℂ) • 𝕀) * (slash p0 p + (m : ℂ) • 𝕀)
      = ((p0 - energy m p) * (p0 + energy m p)) • 𝕀 := by
  have hE := energy_sq m p
  have hI := Complex.I_sq
  rw [slash_eq]
  ext i j
  fin_cases i <;> fin_cases j <;>
    simp [Matrix.mul_apply, Fin.sum_univ_four, Matrix.one_apply] <;> grind

/-- For `m > 0` the matrix `p̸ - m` is invertible exactly when `p₀` is neither `E` nor `-E`. -/
theorem isUnit_iff_off_shell {m : ℝ} (hm : 0 < m) (p0 : ℂ) (p : Fin 3 → ℝ) :
    IsUnit (slash p0 p - (m : ℂ) • 𝕀) ↔ p0 ≠ energy m p ∧ p0 ≠ -energy m p := by
  have hf := slash_factor m p0 p
  constructor
  · intro hu
    by_contra hcon
    have hc : (p0 - energy m p) * (p0 + energy m p) = 0 := by grind
    -- on shell, invertibility would force `p̸ + m = 0`
    rw [hc, zero_smul, hu.mul_right_eq_zero, slash_eq] at hf
    have h0 := congrFun (congrFun hf 0) 0
    have h2 := congrFun (congrFun hf 2) 2
    simp at h0 h2
    have hm0 : (m : ℂ) = 0 := by grind
    exact hm.ne' (by exact_mod_cast hm0)
  · rintro ⟨h1, h2⟩
    have hc : (p0 - energy m p) * (p0 + energy m p) ≠ 0 :=
      mul_ne_zero (sub_ne_zero.mpr h1) (fun h => h2 (eq_neg_of_add_eq_zero_left h))
    have hinv : (slash p0 p - (m : ℂ) • 𝕀) *
        (((p0 - energy m p) * (p0 + energy m p))⁻¹ • (slash p0 p + (m : ℂ) • 𝕀)) = 1 := by
      rw [mul_smul_comm, hf, smul_smul, inv_mul_cancel₀ hc, one_smul]
    exact ⟨⟨_, _, hinv, mul_eq_one_comm.mp hinv⟩, rfl⟩

/-- For `m > 0` and `p₀ ≠ ±E`, the inverse of `p̸ - m` is the sum of a `u(p)ū(p)` term with
denominator `p₀ - E` and a `v(-p)v̄(-p)` term with denominator `p₀ + E`, divided by `2E`. -/
theorem propagator_eq_time_orderings {m : ℝ} (hm : 0 < m) (p0 : ℂ) (p : Fin 3 → ℝ)
    (h1 : p0 ≠ energy m p) (h2 : p0 ≠ -energy m p) :
    (slash p0 p - (m : ℂ) • 𝕀)⁻¹ = (1 / (2 * (energy m p : ℂ))) •
      ((p0 - energy m p)⁻¹ • ∑ s, vecMulVec (spinorU m p s) (bar (spinorU m p s)) +
       (p0 + energy m p)⁻¹ • ∑ s, vecMulVec (spinorV m (-p) s) (bar (spinorV m (-p) s))) := by
  have hE : (energy m p : ℂ) ≠ 0 := by exact_mod_cast (energy_pos hm p).ne'
  have hd1 : p0 - energy m p ≠ 0 := sub_ne_zero.mpr h1
  have hd2 : p0 + energy m p ≠ 0 := fun h => h2 (eq_neg_of_add_eq_zero_left h)
  have hneg : energy m (-p) = energy m p := by simp [energy]
  rw [(spin_sums hm p).1, (spin_sums hm (-p)).2, hneg]
  -- partial fractions in `p₀`
  have hpf : (1 / (2 * (energy m p : ℂ))) •
      ((p0 - energy m p)⁻¹ • (slash (energy m p) p + (m : ℂ) • 𝕀) +
       (p0 + energy m p)⁻¹ • (slash (energy m p) (-p) - (m : ℂ) • 𝕀))
      = ((p0 - energy m p) * (p0 + energy m p))⁻¹ • (slash p0 p + (m : ℂ) • 𝕀) := by
    simp only [slash, Pi.neg_apply, Complex.ofReal_neg, neg_smul, Finset.sum_neg_distrib]
    generalize ∑ i, (p i : ℂ) • gamma i = G
    match_scalars <;> field_simp <;> ring
  rw [hpf]
  apply Matrix.inv_eq_right_inv
  rw [mul_smul_comm, slash_factor, smul_smul, inv_mul_cancel₀ (mul_ne_zero hd1 hd2), one_smul]

/-- For `m > 0` and `p₀ ≠ ±E`, an internal line between arbitrary vertex factors `a` and `b`
splits into products of amplitudes with on-shell spinors over the two energy denominators. -/
theorem amplitude_splits {m : ℝ} (hm : 0 < m) (p0 : ℂ) (p : Fin 3 → ℝ)
    (h1 : p0 ≠ energy m p) (h2 : p0 ≠ -energy m p) (a b : Fin 4 → ℂ) :
    a ⬝ᵥ ((slash p0 p - (m : ℂ) • 𝕀)⁻¹ *ᵥ b) = (1 / (2 * (energy m p : ℂ))) *
      (∑ s, (a ⬝ᵥ spinorU m p s) * (bar (spinorU m p s) ⬝ᵥ b) / (p0 - energy m p) +
       ∑ s, (a ⬝ᵥ spinorV m (-p) s) * (bar (spinorV m (-p) s) ⬝ᵥ b) / (p0 + energy m p)) := by
  rw [propagator_eq_time_orderings hm p0 p h1 h2]
  simp only [mulVec, dotProduct, Fin.sum_univ_four, Fin.sum_univ_two, Matrix.add_apply,
    Matrix.smul_apply, vecMulVec_apply, smul_eq_mul]
  ring

end

end DiracPropagatorTimeOrderings
```

```lean
#print axioms DiracPropagatorTimeOrderings.normalisation
#print axioms DiracPropagatorTimeOrderings.spin_sums
#print axioms DiracPropagatorTimeOrderings.isUnit_iff_off_shell
#print axioms DiracPropagatorTimeOrderings.amplitude_splits
```

```
'DiracPropagatorTimeOrderings.normalisation' depends on axioms: [propext, Classical.choice, Quot.sound]
'DiracPropagatorTimeOrderings.spin_sums' depends on axioms: [propext, Classical.choice, Quot.sound]
'DiracPropagatorTimeOrderings.isUnit_iff_off_shell' depends on axioms: [propext, Classical.choice, Quot.sound]
'DiracPropagatorTimeOrderings.amplitude_splits' depends on axioms: [propext, Classical.choice, Quot.sound]
```

## Momenta, spinors and inverses as Lean objects

The argument `p0` is the complex energy p₀. The momentum is a function `p : Fin 3 → ℝ`, so `p 0`, `p 1` and `p 2` are its x, y and z components; `p 0` with a space is not the energy. The matrices `gamma 0`, `gamma 1` and `gamma 2` are likewise the textbook γ¹, γ² and γ³. The symbol `𝕀` is the 4×4 identity, and `Complex.I` is the imaginary unit.

`slash p0 p` is p̸, `energy m p` is E, and `bar` is the Dirac adjoint. The spinors are explicit columns, and `vecMulVec` forms their outer products. The label of `spinorV` marks which lower component equals 1 before the prefactor is applied. Some textbooks order or sign the two v spinors differently, which leaves the spin sum unchanged.

The theorem `propagator_eq_time_orderings` states the identity for every real p and every complex p₀ other than ±E. Its hypothesis `0 < m` stands for a fermion with a rest mass, and it keeps E and E + m positive even at p = 0. Lean's matrix inverse returns zero for a singular matrix, so `isUnit_iff_off_shell` supplies the separate fact that p̸ − m is invertible exactly when p₀ ≠ ±E.

In `amplitude_splits`, the vectors `a` and `b` are arbitrary. The product `⬝ᵥ` does not conjugate its left factor, so an outgoing spinor must enter `a` already in its adjoint form.

## Block algebra checked entry by entry

The lemmas `slash_eq` and `bar_eq` write p̸ and the adjoint in components. `energy_sq` supplies E² = |p|² + m², while `energy_pos` and `prefactor_sq` supply the positivity of E, the square of the spinor prefactor and E + m ≠ 0.

The block calculations become calculations on single entries in `dirac_equation`, `normalisation`, `spin_sums` and `slash_factor`. There `fin_cases` runs through the spin labels and matrix positions, `simp` expands each entry, and `grind` closes the remaining algebra from the energy relation, i² = −1 and, where needed, the prefactor facts. The Dirac equations and norms are not used in the propagator proof; they confirm that the explicit columns are on-shell solutions with the stated normalisation.

`isUnit_iff_off_shell` follows the argument above in both directions, comparing the diagonal entries 0 and 2 of p̸ + m in the on-shell case.

In `propagator_eq_time_orderings`, the spin sums are substituted first. The step `hpf` is the partial-fraction calculation: p·γ is replaced by a single symbol `G`, `match_scalars` compares coefficients, and `field_simp` with `ring` verifies them. `Matrix.inv_eq_right_inv` then identifies the inverse from the product in `slash_factor`. For `amplitude_splits`, the propagator identity is inserted and the finite sums are expanded.

## A free line at fixed energy

The guarantee is an algebraic identity for one free fermion line at a fixed energy away from the poles. It includes no external field and no loop integral, and it says nothing about rounding errors, which need attention when p₀ is close to ±E.

The step from this algebra to time-ordered diagrams is the Fourier transform in p₀ with the Feynman pole prescription. That prescription moves the poles to E − iε and −E + iε, with ε small and positive, whereas replacing p₀ by p₀ + iε in the identity moves both poles the same way. Replacing E by E − iε in the two denominators gives both of the required shifts. The usual factor i of the Feynman propagator is also left out here and has to be supplied with the vertex factors.
